# Racah's seniority eigenvalue for pairing, from the quasispin commutators

In a basis of determinants, the pairing interaction in an atomic shell has a separate matrix for each electron number \(N\). For states made by adding pairs of zero spin and zero orbital angular momentum to a parent state of seniority \(v\) in a shell of orbital angular momentum \(l\), the quasispin commutators give its eigenvalue, at unit strength and with positive sign, by one formula in \(N\), \((N-v)(4l+4-N-v)/4\).

In Lean 4 with Mathlib:

```lean
import Mathlib

open scoped InnerProductSpace

namespace QuasispinSeniority

noncomputable section

variable {V : Type*} [AddCommGroup V] [Module ℂ V]

/-- The commutation relations of the quasispin operators: `Qp` creates a pair, `Qm` removes
a pair, and `Q0` is the third component. -/
structure Quasispin (Q0 Qp Qm : Module.End ℂ V) : Prop where
  raise : Q0 * Qp - Qp * Q0 = Qp
  lower : Q0 * Qm - Qm * Q0 = -Qm
  pair : Qp * Qm - Qm * Qp = (2 : ℂ) • Q0

/-- A parent state of seniority `v` in the shell `l`: it contains no removable pair, and its
quasispin projection is `-(2l+1-v)/2`. -/
structure IsParent (Q0 Qm : Module.End ℂ V) (l v : ℕ) (ψ : V) : Prop where
  no_pair : Qm ψ = 0
  weight : Q0 ψ = (-((2 * l + 1 - v) / 2) : ℂ) • ψ

/-- The pairing interaction, which removes a pair and creates it again. -/
def pairing (Qp Qm : Module.End ℂ V) : Module.End ℂ V := Qp * Qm

/-- The electron number operator `2 Q0 + (2l+1)` of the shell `l`. -/
def number (l : ℕ) (Q0 : Module.End ℂ V) : Module.End ℂ V :=
  (2 : ℂ) • Q0 + (2 * l + 1 : ℂ) • 1

/-- The pairing interaction commutes with the electron number. -/
theorem pairing_conserves_number {Q0 Qp Qm : Module.End ℂ V} (h : Quasispin Q0 Qp Qm)
    (l : ℕ) : number l Q0 * pairing Qp Qm = pairing Qp Qm * number l Q0 := by
  have key : Q0 * (Qp * Qm) = Qp * Qm * Q0 := by
    linear_combination (norm := noncomm_ring) h.raise * Qm + Qp * h.lower
  simp only [number, pairing, add_mul, mul_add, smul_mul_assoc, mul_smul_comm,
    one_mul, mul_one]
  rw [key]

/-- On the vector obtained by adding `k` pairs to a parent state of seniority `v`, `Q0` acts as
multiplication by `k - (2l+1-v)/2`. -/
theorem projection_after_pairs {Q0 Qp Qm : Module.End ℂ V} (h : Quasispin Q0 Qp Qm)
    {l v : ℕ} {ψ : V} (hψ : IsParent Q0 Qm l v ψ) (k : ℕ) :
    Q0 ((Qp ^ k) ψ) = ((k : ℂ) - (2 * l + 1 - v) / 2) • (Qp ^ k) ψ := by
  have hr : ∀ x, Q0 (Qp x) = Qp (Q0 x) + Qp x := fun x => by
    have hx := LinearMap.congr_fun h.raise x
    simp only [LinearMap.sub_apply, Module.End.mul_apply] at hx
    exact sub_eq_iff_eq_add'.mp hx
  induction k with
  | zero =>
    rw [pow_zero, Module.End.one_apply, hψ.weight]
    congr 1
    push_cast
    ring
  | succ k ih =>
    rw [pow_succ', Module.End.mul_apply, hr, ih, map_smul]
    push_cast
    module

/-- On the vector obtained by adding `k` pairs to a parent state of seniority `v`, the electron
number operator acts as multiplication by `v + 2k`. -/
theorem number_after_pairs {Q0 Qp Qm : Module.End ℂ V} (h : Quasispin Q0 Qp Qm)
    {l v : ℕ} {ψ : V} (hψ : IsParent Q0 Qm l v ψ) (k : ℕ) :
    number l Q0 ((Qp ^ k) ψ) = ((v : ℂ) + 2 * k) • (Qp ^ k) ψ := by
  simp only [number, LinearMap.add_apply, LinearMap.smul_apply, Module.End.one_apply,
    projection_after_pairs h hψ k]
  module

/-- Removing one of `k+1` pairs gives the state with `k` pairs, times
`(k+1)(2l+1-v-k)`. -/
theorem remove_pair {Q0 Qp Qm : Module.End ℂ V} (h : Quasispin Q0 Qp Qm)
    {l v : ℕ} {ψ : V} (hψ : IsParent Q0 Qm l v ψ) (k : ℕ) :
    Qm ((Qp ^ (k + 1)) ψ) = (((k : ℂ) + 1) * (2 * l + 1 - v - k)) • (Qp ^ k) ψ := by
  -- move the pair remover past one pair creator
  have hc : ∀ x, Qm (Qp x) = Qp (Qm x) - (2 : ℂ) • Q0 x := fun x => by
    have hx := LinearMap.congr_fun h.pair x
    simp only [LinearMap.sub_apply, Module.End.mul_apply, LinearMap.smul_apply] at hx
    rw [← hx]
    abel
  induction k with
  | zero =>
    rw [pow_succ', Module.End.mul_apply, hc, projection_after_pairs h hψ 0, pow_zero,
      Module.End.one_apply, hψ.no_pair, map_zero]
    push_cast
    module
  | succ k ih =>
    have hp : Qp ((Qp ^ k) ψ) = (Qp ^ (k + 1)) ψ := by
      rw [pow_succ', Module.End.mul_apply]
    rw [pow_succ' Qp (k + 1), Module.End.mul_apply, hc, ih, map_smul, hp,
      projection_after_pairs h hψ (k + 1)]
    push_cast
    module

/-- Racah's seniority formula: with `N = v + 2k`, the pairing interaction multiplies the vector
obtained by adding `k` pairs to a parent of seniority `v` by `(N-v)(4l+4-N-v)/4`. -/
theorem seniority_eigenvalue {Q0 Qp Qm : Module.End ℂ V} (h : Quasispin Q0 Qp Qm)
    {l v : ℕ} {ψ : V} (hψ : IsParent Q0 Qm l v ψ) {N k : ℕ} (hN : N = v + 2 * k) :
    pairing Qp Qm ((Qp ^ k) ψ) =
      (((N : ℂ) - v) * (4 * l + 4 - N - v) / 4) • (Qp ^ k) ψ := by
  subst hN
  cases k with
  | zero => simp [pairing, hψ.no_pair]
  | succ k =>
    have hp : Qp ((Qp ^ k) ψ) = (Qp ^ (k + 1)) ψ := by
      rw [pow_succ', Module.End.mul_apply]
    rw [pairing, Module.End.mul_apply, remove_pair h hψ k, map_smul, hp]
    congr 1
    push_cast
    ring

variable {H : Type*} [NormedAddCommGroup H] [InnerProductSpace ℂ H]

/-- When pair removal is the adjoint of pair creation, adding pair number `k+1` to a parent state of
seniority `v` multiplies the squared norm by `(k+1)(2l+1-v-k)`. -/
theorem norm_sq_add_pair {Q0 Qp Qm : Module.End ℂ H} (h : Quasispin Q0 Qp Qm)
    (hadj : ∀ x y, inner ℂ (Qp x) y = inner ℂ x (Qm y))
    {l v : ℕ} {ψ : H} (hψ : IsParent Q0 Qm l v ψ) (k : ℕ) :
    ‖(Qp ^ (k + 1)) ψ‖ ^ 2 = ((k : ℝ) + 1) * (2 * l + 1 - v - k) * ‖(Qp ^ k) ψ‖ ^ 2 := by
  have h1 : inner ℂ ((Qp ^ (k + 1)) ψ) ((Qp ^ (k + 1)) ψ) =
      (((k : ℂ) + 1) * (2 * l + 1 - v - k)) * inner ℂ ((Qp ^ k) ψ) ((Qp ^ k) ψ) := by
    calc _ = inner ℂ (Qp ((Qp ^ k) ψ)) ((Qp ^ (k + 1)) ψ) := by
          rw [pow_succ', Module.End.mul_apply]
      _ = _ := by rw [hadj, remove_pair h hψ k, inner_smul_right]
  rw [inner_self_eq_norm_sq_to_K, inner_self_eq_norm_sq_to_K] at h1
  have h2 : ((‖(Qp ^ (k + 1)) ψ‖ : ℝ) : ℂ) ^ 2 =
      (((k : ℂ) + 1) * (2 * l + 1 - v - k)) * ((‖(Qp ^ k) ψ‖ : ℝ) : ℂ) ^ 2 := h1
  exact_mod_cast h2

/-- When pair removal is the adjoint of pair creation, the seniority of a nonzero parent state is at
most `2l+1`. -/
theorem seniority_le {Q0 Qp Qm : Module.End ℂ H} (h : Quasispin Q0 Qp Qm)
    (hadj : ∀ x y, inner ℂ (Qp x) y = inner ℂ x (Qm y))
    {l v : ℕ} {ψ : H} (hψ : IsParent Q0 Qm l v ψ) (hne : ψ ≠ 0) : v ≤ 2 * l + 1 := by
  by_contra hv
  have hv' : (2 * l + 1 : ℝ) < v := by exact_mod_cast not_le.mp hv
  have hpos : 0 < ‖ψ‖ ^ 2 := pow_pos (norm_pos_iff.mpr hne) 2
  -- otherwise the one-pair state would have a negative squared norm
  have hs := sq_nonneg ‖(Qp ^ (0 + 1)) ψ‖
  rw [norm_sq_add_pair h hadj hψ 0] at hs
  simp only [pow_zero, Module.End.one_apply, Nat.cast_zero] at hs
  nlinarith [mul_pos (sub_pos.mpr hv') hpos]

/-- When pair removal is the adjoint of pair creation, exactly `2l+1-v` pairs fit on top of a
nonzero parent state of seniority `v`: the state with `k` pairs is nonzero if and only if `v + k ≤
2l+1`. -/
theorem pairs_fit_iff {Q0 Qp Qm : Module.End ℂ H} (h : Quasispin Q0 Qp Qm)
    (hadj : ∀ x y, inner ℂ (Qp x) y = inner ℂ x (Qm y))
    {l v : ℕ} {ψ : H} (hψ : IsParent Q0 Qm l v ψ) (hne : ψ ≠ 0) (k : ℕ) :
    (Qp ^ k) ψ ≠ 0 ↔ v + k ≤ 2 * l + 1 := by
  induction k with
  | zero => exact ⟨fun _ => seniority_le h hadj hψ hne, fun _ => by simpa using hne⟩
  | succ k ih =>
    have hr := norm_sq_add_pair h hadj hψ k
    constructor
    · intro hk
      have hk0 : (Qp ^ k) ψ ≠ 0 := fun h0 => hk (by
        rw [pow_succ', Module.End.mul_apply, h0, map_zero])
      have hle := ih.mp hk0
      by_contra hcon
      have heq : v + k = 2 * l + 1 := by omega
      have hc : (v : ℝ) + k = 2 * l + 1 := by exact_mod_cast heq
      have hz : (2 * l + 1 - v - k : ℝ) = 0 := by linarith
      rw [hz, mul_zero, zero_mul] at hr
      exact hk (norm_eq_zero.mp ((pow_eq_zero_iff two_ne_zero).mp hr))
    · intro hle h0
      have hk0 := ih.mpr (by omega)
      have hc : (v : ℝ) + (k + 1) ≤ 2 * l + 1 := by exact_mod_cast hle
      have hpos : 0 < ‖(Qp ^ k) ψ‖ ^ 2 := pow_pos (norm_pos_iff.mpr hk0) 2
      have hf : (0 : ℝ) < ((k : ℝ) + 1) * (2 * l + 1 - v - k) :=
        mul_pos (by positivity) (by linarith)
      rw [h0, norm_zero] at hr
      nlinarith [mul_pos hf hpos]

/-- Pair creation on two pair levels, in the basis empty, second filled, first filled,
both filled. -/
def create : Module.End ℂ (EuclideanSpace ℂ (Fin 4)) where
  toFun x := !₂[0, x 0, x 0, x 1 + x 2]
  map_add' x y := by ext i; fin_cases i <;> simp; ring
  map_smul' c x := by ext i; fin_cases i <;> simp; ring

/-- Pair removal on the same two pair levels. -/
def remove : Module.End ℂ (EuclideanSpace ℂ (Fin 4)) where
  toFun x := !₂[x 1 + x 2, x 3, x 3, 0]
  map_add' x y := by ext i; fin_cases i <;> simp; ring
  map_smul' c x := by ext i; fin_cases i <;> simp; ring

/-- The quasispin projection on the same two pair levels. -/
def proj : Module.End ℂ (EuclideanSpace ℂ (Fin 4)) where
  toFun x := !₂[-x 0, 0, 0, x 3]
  map_add' x y := by ext i; fin_cases i <;> simp; ring
  map_smul' c x := by ext i; fin_cases i <;> simp

/-- The two pair levels satisfy the quasispin relations and the adjointness condition, and
their empty state is a nonzero parent state with `l = 1` and `v = 1`. -/
theorem quasispin_witness :
    Quasispin proj create remove ∧
    (∀ x y, inner ℂ (create x) y = inner ℂ x (remove y)) ∧
    IsParent proj remove 1 1 !₂[(1 : ℂ), 0, 0, 0] ∧
    (!₂[(1 : ℂ), 0, 0, 0] : EuclideanSpace ℂ (Fin 4)) ≠ 0 := by
  refine ⟨⟨?_, ?_, ?_⟩, ?_, ⟨?_, ?_⟩, ?_⟩
  · refine LinearMap.ext fun x => ?_
    ext i; fin_cases i <;> simp [proj, create]
  · refine LinearMap.ext fun x => ?_
    ext i; fin_cases i <;> simp [proj, remove]
  · refine LinearMap.ext fun x => ?_
    ext i; fin_cases i <;> simp [proj, create, remove] <;> ring
  · intro x y
    simp [create, remove, PiLp.inner_apply, Fin.sum_univ_succ]
    ring
  · ext i; fin_cases i <;> simp [remove]
  · ext i
    fin_cases i <;> norm_num [proj]
    -- the last component is zero by evaluation of the vector
    rfl
  · intro h0
    have h1 := congrArg (fun x : EuclideanSpace ℂ (Fin 4) => x 0) h0
    simp at h1

end

end QuasispinSeniority
```

```lean
#print axioms QuasispinSeniority.pairing_conserves_number
#print axioms QuasispinSeniority.number_after_pairs
#print axioms QuasispinSeniority.seniority_eigenvalue
#print axioms QuasispinSeniority.pairs_fit_iff
```

```
'QuasispinSeniority.pairing_conserves_number' depends on axioms: [propext, Classical.choice, Quot.sound]
'QuasispinSeniority.number_after_pairs' depends on axioms: [propext, Classical.choice, Quot.sound]
'QuasispinSeniority.seniority_eigenvalue' depends on axioms: [propext, Classical.choice, Quot.sound]
'QuasispinSeniority.pairs_fit_iff' depends on axioms: [propext, Classical.choice, Quot.sound]
```

## The eigenvalue equation and its hypotheses

Let \(Q_+\), \(Q_-\) and \(Q_0\) be the operators `Qp`, `Qm` and `Q0`. They are linear maps on a complex vector space, of type `Module.End ℂ V`, and `*` is their composition. The structure `Quasispin` requires

\[
[Q_0,Q_+]=Q_+,\qquad [Q_0,Q_-]=-Q_-,\qquad [Q_+,Q_-]=2Q_0 .
\]

The structure `IsParent` requires of a vector \(\psi\) that

\[
Q_-\psi=0,\qquad Q_0\psi=-\tfrac{1}{2}(2l+1-v)\,\psi .
\]

For natural numbers \(k\) and \(N=v+2k\), `seniority_eigenvalue` then states

\[
Q_+Q_-\,Q_+^k\psi=\frac{(N-v)(4l+4-N-v)}{4}\,Q_+^k\psi .
\]

The differences are taken in \(\mathbb{C}\), so they may be negative. The equation also holds when \(Q_+^k\psi=0\), where it says nothing about an eigenvalue. For a nonzero parent, and with \(Q_-\) the adjoint of \(Q_+\), `pairs_fit_iff` settles when that happens.

## Pairs in an atomic shell

A shell has \(2l+1\) spatial orbitals and room for \(4l+2\) electrons. In the usual realisation, \(Q_+\) creates a pair coupled to zero spin and zero orbital angular momentum, summed over the orbitals, and \(Q_-\) removes one. The third operator measures filling relative to half a shell: `number` is \(2Q_0+(2l+1)\). The commutators stand for the fermionic algebra of these pairs. They are assumed here and not derived from electron creation operators.

The condition \(Q_-\psi=0\) says that the parent contains no such pair, and the condition on \(Q_0\) says that it holds \(v\) electrons. By `number_after_pairs`, \(Q_+^k\psi\) has electron number \(v+2k\) whenever it is nonzero.

The operator `pairing` is \(Q_+Q_-\), with unit strength and positive sign; an attractive interaction is \(-G\,Q_+Q_-\) with \(G>0\). For this interaction alone, in a single degenerate shell, the formula gives energies against which a numerical diagonalisation can be tested. It does not treat the full Coulomb repulsion. The theorem also takes the parent as given: it neither classifies the parents of a shell nor computes coefficients of fractional parentage.

## Moving the pair remover to the right

Write \(d=2l+1-v\). The first commutator gives \(Q_0Q_+=Q_+Q_0+Q_+\), so each added pair raises the projection by one:

\[
Q_0Q_+^k\psi=\left(k-\tfrac{d}{2}\right)Q_+^k\psi .
\]

This is `projection_after_pairs`, proved by induction on \(k\). The central step is `remove_pair`:

\[
Q_-Q_+^{k+1}\psi=(k+1)(d-k)\,Q_+^k\psi .
\]

It uses \(Q_-Q_+=Q_+Q_--2Q_0\), which is `hc` in the code. For \(k=0\), the term \(Q_+Q_-\psi\) vanishes and \(-2Q_0\psi=d\,\psi\) remains. If the formula holds for \(k\), then

\[
\begin{aligned}
Q_-Q_+^{k+2}\psi
&=Q_+Q_-Q_+^{k+1}\psi-2Q_0Q_+^{k+1}\psi\\
&=\big[(k+1)(d-k)-2(k+1)+d\big]Q_+^{k+1}\psi\\
&=(k+2)(d-k-1)\,Q_+^{k+1}\psi ,
\end{aligned}
\]

which is the formula for \(k+1\). The tactic `module` collects the scalars.

For \(k\ge1\), applying \(Q_+\) to `remove_pair` with \(k-1\) in place of \(k\) gives

\[
Q_+Q_-Q_+^k\psi=k(d-k+1)\,Q_+^k\psi .
\]

Since \(k=(N-v)/2\), the second factor is \(2l+2-v-k=(4l+4-N-v)/2\), and the product is the stated eigenvalue. For \(k=0\) both sides vanish. The proof makes the same case distinction and leaves the substitution to `ring`.

Pairing conserves the electron number because the shifts from creation and removal cancel:

\[
Q_0Q_+Q_-=Q_+Q_0Q_-+Q_+Q_-=Q_+Q_-Q_0 .
\]

In `pairing_conserves_number`, `linear_combination` adds the two commutators in this way.

## How many pairs fit

Now let the space have an inner product with \(\langle Q_+x,y\rangle=\langle x,Q_-y\rangle\), the hypothesis `hadj`. Moving one \(Q_+\) across the inner product and using `remove_pair` gives `norm_sq_add_pair`:

\[
\|Q_+^{k+1}\psi\|^2=(k+1)(2l+1-v-k)\,\|Q_+^k\psi\|^2 .
\]

For \(k=0\) and \(\psi\neq0\), a seniority above \(2l+1\) would make the left side negative, hence `seniority_le`. As \(k\) grows, the factor stays positive until \(v+k=2l+1\), where it is zero and the next state vanishes. The induction in `pairs_fit_iff` turns this into the statement that \(Q_+^k\psi\neq0\) exactly when \(v+k\le 2l+1\).

The vectors \(Q_+^k\psi\) are not normalised. If \(\|\psi\|=1\), iterating the recursion gives, for \(v+k\le2l+1\),

\[
\|Q_+^k\psi\|^2=\frac{k!\,(2l+1-v)!}{(2l+1-v-k)!},
\]

and dividing by the norm leaves the pairing eigenvalue unchanged.

## Two pair levels, and a parent that is not one

The theorem `quasispin_witness` gives explicit operators `create`, `remove` and `proj` that satisfy all the hypotheses, with \(l=1\) and \(v=1\). One can picture a p shell in which an unpaired electron blocks one of three pair levels. The other two are each empty or filled, which gives four basis states. One added pair produces \((0,1,1,0)\), or \((0,1,1,0)/\sqrt2\) when normalised. Removing and recreating the pair multiplies it by 2, in agreement with the formula at \(N=3\).

The same operators show what fails without \(Q_-\psi=0\). Take \(\psi=(0,1,0,0)\), with only the second level filled. Then \(Q_0\psi=0\), so the weight condition holds with \(l=1\) and \(v=3\). For \(k=0\) the formula would give \(Q_+Q_-\psi=0\), but in fact \(Q_+Q_-\psi=(0,1,1,0)\), which is not even a multiple of \(\psi\).
